# A cubic supercell contains 4m³ primitive cells in fcc and 2m³ in bcc

## Choosing a cubic box for a crystal

A simulation of a point defect in copper or iron, such as a vacancy, often repeats a finite box periodically. The box edges must then be lattice vectors of the perfect crystal, or that crystal does not fit. If the box must also be a cube, which sizes are possible? Multiples of the conventional cell work, but a cube rotated against the crystal axes might offer sizes in between.

It does not. For an unstrained lattice and an exactly cubic box, the number $k$ of primitive cells is $4m^3$ for fcc and $2m^3$ for bcc, with $m = 1, 2, 3, \dots$, and all these values occur. With one atom per primitive cell, this fixes the atom counts of the perfect crystal in such a box, before any defect adds or removes atoms: 4, 32, 108, … for fcc and 2, 16, 54, … for bcc. These are the "magic numbers" of the Lean names, unrelated to the shell closures of nuclei and clusters.

## The statement in terms of integer matrices

Lengths are in units of half the conventional lattice constant, so the primitive vectors are integer triples, the rows of a matrix $P$ (`fccPrim` or `bccPrim`). A supercell has edge vectors $a_0, a_1, a_2$, the rows of $A = MP$ with $M$ an integer matrix.

`IsCubicCell A s` says that the edges are pairwise orthogonal and have length $s > 0$. Here $s$ is real; that it is an integer has to be proved. `cellVolume` is $|\det A|$, and `HasCubicSupercell P k` says that some cubic supercell has $k$ times the volume of the primitive cell. The two final theorems state for every natural number $k$ that this holds exactly when $k = 4m^3$ or $k = 2m^3$, respectively, with $m > 0$.

The definition measures $k$ by volume. Reading it as a number of lattice points per box uses the familiar fact that each primitive cell accounts for one point. Strained or nearly cubic boxes are not treated.

## From orthogonal edges to an even edge length

Let $N = s^2 = a_0 \cdot a_0$, a positive integer. Orthogonality and equal lengths give $AA^T = N\,\mathbb{1}$, hence
$$(\det A)^2 = N^3, \qquad |\det A| = s^3.$$
So $N^2$ divides $(\det A)^2$, and therefore $N$ divides $\det A$. Writing $\det A = Nq$ gives $N^2q^2 = N^3$, so $N = q^2$ and $s = |q|$ is an integer.

**fcc.** The primitive vectors have coordinate sum 2, so every edge $(x,y,z)$ has an even sum. Since $x^2+y^2+z^2 \equiv x+y+z \pmod 2$, $s^2$ is even, and so is $s$.

**bcc.** The primitive vectors have only odd entries, so the entries of an edge are all even or all odd. Then $s^2 \equiv 0$ or $3 \pmod 4$. A square is $0$ or $1$ modulo 4, so $s$ is even.

With $s = 2m$ the volume is $8m^3$. The primitive volumes are 2 (fcc) and 4 (bcc), so $k = 4m^3$ and $k = 2m^3$. Conversely, the conventional cell repeated $m$ times along each axis realises each value.

In the bcc case one may be inclined to conclude that equal parity alone makes $s^2$ even. It does not: $(1,1,1)$ has squared length 3. The argument above also uses that $s$ is an integer, which was derived from all three edges together.

## The Lean file

```lean
import Mathlib

open Matrix

namespace CubicSupercells

/-- The volume of the cell spanned by the three rows of an integer matrix. -/
def cellVolume (A : Matrix (Fin 3) (Fin 3) ℤ) : ℕ := A.det.natAbs

/-- The rows of `A` are the edge vectors of a cube with edge length `s > 0`:
they all have length `s` and are pairwise orthogonal. -/
def IsCubicCell (A : Matrix (Fin 3) (Fin 3) ℤ) (s : ℝ) : Prop :=
  0 < s ∧ (∀ i, ((A i ⬝ᵥ A i : ℤ) : ℝ) = s ^ 2) ∧ ∀ i j, i ≠ j → A i ⬝ᵥ A j = 0

/-- Primitive vectors of the fcc lattice, in units of half the conventional lattice constant. -/
def fccPrim : Matrix (Fin 3) (Fin 3) ℤ := !![0, 1, 1; 1, 0, 1; 1, 1, 0]

/-- Primitive vectors of the bcc lattice, in units of half the conventional lattice constant. -/
def bccPrim : Matrix (Fin 3) (Fin 3) ℤ := !![-1, 1, 1; 1, -1, 1; 1, 1, -1]

/-- The lattice with primitive vectors `P` has a cubic supercell, with edges that are integer
combinations `M * P` of them, whose volume is that of `k` primitive cells. -/
def HasCubicSupercell (P : Matrix (Fin 3) (Fin 3) ℤ) (k : ℕ) : Prop :=
  ∃ (M : Matrix (Fin 3) (Fin 3) ℤ) (s : ℝ),
    IsCubicCell (M * P) s ∧ cellVolume (M * P) = k * cellVolume P

/-- For a cubic cell with integer edge vectors, the squared determinant is the cube of the
squared edge length. -/
theorem det_sq {A : Matrix (Fin 3) (Fin 3) ℤ} {s : ℝ} (h : IsCubicCell A s) :
    A.det ^ 2 = (A 0 ⬝ᵥ A 0) ^ 3 := by
  -- the Gram matrix of the edges is a multiple of the identity
  have hG : A * Aᵀ = (A 0 ⬝ᵥ A 0) • (1 : Matrix (Fin 3) (Fin 3) ℤ) := by
    ext i j
    have e : (A * Aᵀ) i j = A i ⬝ᵥ A j := by
      simp [Matrix.mul_apply, dotProduct]
    rw [e, Matrix.smul_apply, Matrix.one_apply]
    by_cases hij : i = j
    · subst hij
      have hi : A i ⬝ᵥ A i = A 0 ⬝ᵥ A 0 :=
        Int.cast_injective (α := ℝ) ((h.2.1 i).trans (h.2.1 0).symm)
      rw [if_pos rfl, smul_eq_mul, mul_one, hi]
    · rw [if_neg hij, smul_zero, h.2.2 i j hij]
  calc A.det ^ 2 = (A * Aᵀ).det := by rw [Matrix.det_mul, Matrix.det_transpose, sq]
    _ = _ := by rw [hG, Matrix.det_smul, Matrix.det_one, Fintype.card_fin, mul_one]

/-- A cubic cell of edge length `s` has volume `s ^ 3`. -/
theorem cellVolume_eq {A : Matrix (Fin 3) (Fin 3) ℤ} {s : ℝ} (h : IsCubicCell A s) :
    (cellVolume A : ℝ) = s ^ 3 := by
  have h2 : (A.det : ℝ) ^ 2 = (s ^ 2) ^ 3 := by
    rw [← h.2.1 0]
    exact_mod_cast det_sq h
  have h3 : (cellVolume A : ℝ) = |(A.det : ℝ)| := by
    rw [cellVolume, Nat.cast_natAbs, Int.cast_abs]
  have h1 : (cellVolume A : ℝ) ^ 2 = (s ^ 3) ^ 2 := by
    rw [h3, sq_abs, h2]
    ring
  exact (sq_eq_sq₀ (Nat.cast_nonneg _) (pow_nonneg h.1.le 3)).mp h1

/-- A cube whose three edge vectors are integer triples has an integer edge length `n`, and
the squared coordinates of each edge vector add up to `n ^ 2`. -/
theorem edge_integer {A : Matrix (Fin 3) (Fin 3) ℤ} {s : ℝ} (h : IsCubicCell A s) :
    ∃ n : ℕ, 0 < n ∧ s = n ∧ ∀ i, A i 0 ^ 2 + A i 1 ^ 2 + A i 2 ^ 2 = (n : ℤ) ^ 2 := by
  obtain ⟨N, hN⟩ : ∃ N, N = A 0 ⬝ᵥ A 0 := ⟨_, rfl⟩
  have hs := h.2.1 0
  have hd := det_sq h
  rw [← hN] at hs hd
  have hN0 : N ≠ 0 := by
    rintro rfl
    have := pow_pos h.1 2
    rw [← hs] at this
    simp at this
  -- the squared length divides the determinant, so it is a perfect square
  obtain ⟨q, hq⟩ : N ∣ A.det :=
    (Int.pow_dvd_pow_iff two_ne_zero).mp ⟨N, by rw [hd]; ring⟩
  rw [hq] at hd
  have hNq : N = q ^ 2 :=
    mul_left_cancel₀ (pow_ne_zero 2 hN0) (by linear_combination -hd)
  have hq0 : q ≠ 0 := by
    rintro rfl
    exact hN0 (by rw [hNq]; norm_num)
  have hsq : s = (q.natAbs : ℝ) := by
    rw [Nat.cast_natAbs, Int.cast_abs]
    refine (sq_eq_sq₀ h.1.le (abs_nonneg _)).mp ?_
    have hc : (N : ℝ) = (q : ℝ) ^ 2 := by exact_mod_cast hNq
    rw [sq_abs, ← hs, hc]
  refine ⟨q.natAbs, Int.natAbs_pos.mpr hq0, hsq, fun i => ?_⟩
  have hi := h.2.1 i
  rw [hsq] at hi
  have hz : A i ⬝ᵥ A i = (q.natAbs : ℤ) ^ 2 := by
    apply Int.cast_injective (α := ℝ)
    rw [hi, Int.cast_pow, Int.cast_natCast]
  simp only [dotProduct, Fin.sum_univ_three] at hz
  linear_combination hz

/-- If one edge vector of a cube with integer edge vectors has an even coordinate sum, the edge
length is an even integer. -/
theorem edge_even_of_even_sum {A : Matrix (Fin 3) (Fin 3) ℤ} {s : ℝ} (h : IsCubicCell A s)
    (i : Fin 3) (he : Even (A i 0 + A i 1 + A i 2)) : ∃ m : ℕ, 0 < m ∧ s = 2 * m := by
  obtain ⟨n, hn, rfl, hsq⟩ := edge_integer h
  obtain ⟨t, ht⟩ := he
  have h2 : Even ((n : ℤ) ^ 2) :=
    ⟨2 * t ^ 2 - (A i 0 * A i 1 + A i 1 * A i 2 + A i 2 * A i 0), by
      linear_combination -hsq i + (A i 0 + A i 1 + A i 2 + 2 * t) * ht⟩
  obtain ⟨k, hk⟩ := (Int.even_pow' two_ne_zero).mp h2
  have hm : n = 2 * k.natAbs := by omega
  exact ⟨k.natAbs, by omega, by exact_mod_cast hm⟩

/-- If one edge vector of a cube with integer edge vectors has three coordinates of equal
parity, the edge length is an even integer. -/
theorem edge_even_of_equal_parity {A : Matrix (Fin 3) (Fin 3) ℤ} {s : ℝ}
    (h : IsCubicCell A s) (i : Fin 3) (h1 : Even (A i 0 - A i 1))
    (h2 : Even (A i 0 - A i 2)) : ∃ m : ℕ, 0 < m ∧ s = 2 * m := by
  obtain ⟨n, hn, rfl, hall⟩ := edge_integer h
  have hsq := hall i
  obtain ⟨a, ha⟩ := h1
  obtain ⟨b, hb⟩ := h2
  obtain ⟨k, hk | hk⟩ := Int.even_or_odd' (n : ℤ)
  · have hm : n = 2 * k.natAbs := by omega
    exact ⟨k.natAbs, by omega, by exact_mod_cast hm⟩
  · -- an odd edge is excluded modulo 4
    exfalso
    obtain ⟨c, hc | hc⟩ := Int.even_or_odd' (A i 0)
    · have hy : A i 1 = 2 * c - 2 * a := by omega
      have hz : A i 2 = 2 * c - 2 * b := by omega
      rw [hc, hy, hz, hk] at hsq
      have : 4 * (c ^ 2 + (c - a) ^ 2 + (c - b) ^ 2 - k ^ 2 - k) = 1 := by
        linear_combination hsq
      omega
    · have hy : A i 1 = 2 * c + 1 - 2 * a := by omega
      have hz : A i 2 = 2 * c + 1 - 2 * b := by omega
      rw [hc, hy, hz, hk] at hsq
      have : 4 * (c ^ 2 + c + (c - a) ^ 2 + (c - a) + (c - b) ^ 2 + (c - b) - k ^ 2 - k)
          = -2 := by
        linear_combination hsq
      omega

/-- For `m > 0`, the axis-parallel cell with edges `2 * m` along the coordinate axes is cubic. -/
theorem conventional_isCubicCell {m : ℕ} (hm : 0 < m) :
    IsCubicCell (((m : ℤ) * 2) • (1 : Matrix (Fin 3) (Fin 3) ℤ)) (2 * m) := by
  have hm' : (0 : ℝ) < m := by exact_mod_cast hm
  refine ⟨by linarith, fun i => ?_, fun i j hij => ?_⟩
  · fin_cases i <;> simp [dotProduct, Matrix.one_apply] <;> ring
  · revert hij
    fin_cases i <;> fin_cases j <;>
      simp [dotProduct, Matrix.one_apply]

/-- The vectors (2,4,4), (4,2,-4), (4,-4,2) are the edges of a cube of edge length 6. -/
theorem isCubicCell_witness : IsCubicCell !![2, 4, 4; 4, 2, -4; 4, -4, 2] 6 := by
  refine ⟨by norm_num, fun i => ?_, fun i j hij => ?_⟩
  · have key : ∀ z : ℤ, z = 36 → (z : ℝ) = 6 ^ 2 := by
      intro z hz
      rw [hz]
      norm_num
    apply key
    fin_cases i <;> simp [dotProduct, Fin.sum_univ_three]
  · revert hij
    fin_cases i <;> fin_cases j <;> simp [dotProduct, Fin.sum_univ_three]

/-- Magic numbers of fcc: a cubic supercell with `k` primitive cells exists exactly when
`k = 4 * m ^ 3` for a positive integer `m`. -/
theorem fcc_magic_numbers (k : ℕ) :
    HasCubicSupercell fccPrim k ↔ ∃ m : ℕ, 0 < m ∧ k = 4 * m ^ 3 := by
  have hP : cellVolume fccPrim = 2 := by
    simp [cellVolume, fccPrim, Matrix.det_fin_three]
  constructor
  · rintro ⟨M, s, h, hk⟩
    obtain ⟨m, hm, rfl⟩ := edge_even_of_even_sum h 0 ⟨M 0 0 + M 0 1 + M 0 2, by
      simp [fccPrim, Matrix.mul_apply, Fin.sum_univ_three]; ring⟩
    have hv := cellVolume_eq h
    rw [hk, hP] at hv
    have hv' : k * 2 = (2 * m) ^ 3 := by exact_mod_cast hv
    exact ⟨m, hm, by linarith [mul_pow 2 m 3]⟩
  · rintro ⟨m, hm, rfl⟩
    -- repeat the conventional cell m times along each axis
    have hB : bccPrim * fccPrim = (2 : ℤ) • (1 : Matrix (Fin 3) (Fin 3) ℤ) := by
      ext i j
      fin_cases i <;> fin_cases j <;>
        simp [bccPrim, fccPrim, Matrix.mul_apply, Fin.sum_univ_three]
    have h := conventional_isCubicCell hm
    rw [← smul_smul, ← hB, ← Matrix.smul_mul] at h
    refine ⟨(m : ℤ) • bccPrim, 2 * m, h, ?_⟩
    have hv : cellVolume ((m : ℤ) • bccPrim * fccPrim) = (2 * m) ^ 3 := by
      exact_mod_cast cellVolume_eq h
    rw [hv, hP]
    ring

/-- Magic numbers of bcc: a cubic supercell with `k` primitive cells exists exactly when
`k = 2 * m ^ 3` for a positive integer `m`. -/
theorem bcc_magic_numbers (k : ℕ) :
    HasCubicSupercell bccPrim k ↔ ∃ m : ℕ, 0 < m ∧ k = 2 * m ^ 3 := by
  have hP : cellVolume bccPrim = 4 := by
    simp [cellVolume, bccPrim, Matrix.det_fin_three]
  constructor
  · rintro ⟨M, s, h, hk⟩
    obtain ⟨m, hm, rfl⟩ := edge_even_of_equal_parity h 0
      ⟨M 0 1 - M 0 0, by simp [bccPrim, Matrix.mul_apply, Fin.sum_univ_three]; ring⟩
      ⟨M 0 2 - M 0 0, by simp [bccPrim, Matrix.mul_apply, Fin.sum_univ_three]; ring⟩
    have hv := cellVolume_eq h
    rw [hk, hP] at hv
    have hv' : k * 4 = (2 * m) ^ 3 := by exact_mod_cast hv
    exact ⟨m, hm, by linarith [mul_pow 2 m 3]⟩
  · rintro ⟨m, hm, rfl⟩
    -- repeat the conventional cell m times along each axis
    have hB : fccPrim * bccPrim = (2 : ℤ) • (1 : Matrix (Fin 3) (Fin 3) ℤ) := by
      ext i j
      fin_cases i <;> fin_cases j <;>
        simp [bccPrim, fccPrim, Matrix.mul_apply, Fin.sum_univ_three]
    have h := conventional_isCubicCell hm
    rw [← smul_smul, ← hB, ← Matrix.smul_mul] at h
    refine ⟨(m : ℤ) • fccPrim, 2 * m, h, ?_⟩
    have hv : cellVolume ((m : ℤ) • fccPrim * bccPrim) = (2 * m) ^ 3 := by
      exact_mod_cast cellVolume_eq h
    rw [hv, hP]
    ring

end CubicSupercells
```

```lean
#print axioms CubicSupercells.fcc_magic_numbers
#print axioms CubicSupercells.bcc_magic_numbers
```

```
'CubicSupercells.fcc_magic_numbers' depends on axioms: [propext, Classical.choice, Quot.sound]
'CubicSupercells.bcc_magic_numbers' depends on axioms: [propext, Classical.choice, Quot.sound]
```

## How the lemmas carry the argument

`det_sq` checks $AA^T = N\,\mathbb{1}$ entry by entry and takes determinants. `cellVolume_eq` then compares two nonnegative numbers with equal squares.

In `edge_integer`, `Int.pow_dvd_pow_iff` passes from $N^2 \mid (\det A)^2$ to $N \mid \det A$, and `mul_left_cancel₀` cancels $N^2$ to leave $N = q^2$.

The two parity lemmas need the parity condition for one edge only. `edge_even_of_even_sum` writes $s^2$ explicitly as twice an integer. `edge_even_of_equal_parity` supposes $s$ odd and reaches $4(\dots) = 1$ or $4(\dots) = -2$, which `omega` refutes.

The final theorems apply these lemmas to row 0 of $MP$ and divide the volumes. For the converse they use that the product of `bccPrim` and `fccPrim` is $2\,\mathbb{1}$ in either order: $m$ times one matrix serves as $M$ for the other, and `conventional_isCubicCell` confirms the cube.

`isCubicCell_witness` exhibits a rotated cube of edge 6, showing that `IsCubicCell` admits more than axis-parallel cells.
